# In the frame of a sinusoidal drive, the period-averaged tunnelling operator of a two-level system vanishes at a suitable drive strength

When a periodic field shakes the energies of two tunnel-coupled states, the tunnelling that survives is measured here by the average of the operator \(\sigma_x\) over one drive period, taken in the frame that follows the drive. With \(\hbar=1\) and time in units of the inverse drive frequency, the state \(\psi\) obeys

\[
i\dot\psi=\bigl(H(t)+\Delta\,\sigma_x\bigr)\psi,\qquad H(t)=\tfrac z2\cos t\,\sigma_z .
\]

Here \(\Delta\) is the tunnelling amplitude, and \(z\), which is not a coordinate, is the peak energy difference that the field induces between the states, divided by the photon energy. Let \(U(t)\) be the propagator of the drive alone, not of the full Hamiltonian. Writing \(\psi=U\chi\) leaves \(i\dot\chi=\Delta\,U^\dagger\sigma_xU\,\chi\).

Replacing \(U^\dagger\sigma_xU\) by its period average is the high-frequency approximation, reasonable for \(|\Delta|\ll1\). That replacement is the step from the theorems below to the dynamics of this two-state model: they concern the averaged operator, and \(\Delta\) does not appear in them. The name "coherent destruction of tunnelling" usually refers to the dynamics itself. For a molecule in a classical field, reduced to the two-state equation above, the result locates a field strength at which the leading high-frequency coupling is switched off.

```lean
import Mathlib

open Matrix
open scoped Real

namespace DrivenTunnelling

noncomputable section
```

The Pauli matrices are complex \(2\times2\) matrices, with rows and columns numbered 0 and 1.

```lean
/-- The Pauli matrix `σ_x`, which transfers amplitude between the two states. -/
def sigmaX : Matrix (Fin 2) (Fin 2) ℂ := !![0, 1; 1, 0]

/-- The Pauli matrix `σ_z`, which couples to the drive. -/
def sigmaZ : Matrix (Fin 2) (Fin 2) ℂ := !![1, 0; 0, -1]
```

The drive is diagonal, so its propagator needs only the phase \(\theta(t)=\tfrac z2\sin t\), called `phase` in the code.

```lean
/-- The drive Hamiltonian `(z/2) cos t σ_z`, with time in units of the inverse drive frequency. -/
def driveH (z t : ℝ) : Matrix (Fin 2) (Fin 2) ℂ :=
  ((z * Real.cos t / 2 : ℝ) : ℂ) • sigmaZ

/-- The phase `z sin t / 2` accumulated under the drive. -/
def phase (z t : ℝ) : ℝ := z * Real.sin t / 2

/-- The diagonal matrix `U(t)` with entries `exp(-i z sin t / 2)` and `exp(i z sin t / 2)`. -/
def U (z t : ℝ) : Matrix (Fin 2) (Fin 2) ℂ :=
  !![Complex.exp (-(phase z t : ℂ) * Complex.I), 0;
     0, Complex.exp ((phase z t : ℂ) * Complex.I)]
```

The Bessel function is defined by its integral,
\[
J_0(z)=\frac1{2\pi}\int_0^{2\pi}\cos(z\sin t)\,dt ,
\]
and its power series is never used. A matrix is averaged entry by entry.

```lean
/-- The Bessel function `J0(z)` as the average of `cos (z sin t)` over one period. -/
def besselJ0 (z : ℝ) : ℝ := (2 * π)⁻¹ * ∫ t in (0 : ℝ)..(2 * π), Real.cos (z * Real.sin t)

/-- The average of a time-dependent matrix over one drive period, entry by entry. -/
def periodAverage (F : ℝ → Matrix (Fin 2) (Fin 2) ℂ) : Matrix (Fin 2) (Fin 2) ℂ :=
  fun i j => ((2 * π : ℝ) : ℂ)⁻¹ * ∫ t in (0 : ℝ)..(2 * π), F t i j

/-- The period average of the tunnelling operator `U(t)ᴴ σ_x U(t)` in the frame of the drive. -/
def averagedTunnelling (z : ℝ) : Matrix (Fin 2) (Fin 2) ℂ :=
  periodAverage fun t => (U z t)ᴴ * sigmaX * U z t
```

## (a) The propagator of the drive

Show that the diagonal matrix \(U=\mathrm{diag}(e^{-i\theta},e^{i\theta})\) starts at the identity and solves the Schrödinger equation of the drive:
\[
U(0)=1,\qquad \dot U=-iH(t)U .
\]

**Solution.** Since \(\theta(0)=0\), \(U(0)=1\). The diagonal entries of \(H\) are \(\pm\dot\theta=\pm\tfrac z2\cos t\), and \(\frac{d}{dt}e^{\mp i\theta}=\mp i\dot\theta\,e^{\mp i\theta}\), which is the claim entry by entry. The off-diagonal entries are constantly zero.

In Lean, `HasDerivAt` states the derivative of each entry, `hp` supplies \(\dot\theta\), and the chain rule for the exponential does the rest.

```lean
/-- `U` is the propagator of the drive: it starts at the identity and each of its entries obeys
the Schrödinger equation `dU/dt = -i H(t) U`. -/
theorem U_schrodinger (z : ℝ) : U z 0 = 1 ∧ ∀ (t : ℝ) (i j : Fin 2),
    HasDerivAt (fun s => U z s i j) ((-Complex.I • (driveH z t * U z t)) i j) t := by
  constructor
  · ext i j
    fin_cases i <;> fin_cases j <;> simp [U, phase]
  · intro t i j
    have hp : HasDerivAt (fun s => (phase z s : ℂ)) ((z * Real.cos t / 2 : ℝ) : ℂ) t :=
      HasDerivAt.ofReal_comp (((Real.hasDerivAt_sin t).const_mul z).div_const 2)
    fin_cases i <;> fin_cases j
    · refine ((hp.fun_neg.mul_const Complex.I).cexp).congr_deriv ?_
      simp [driveH, U, sigmaZ]
      ring
    · exact (hasDerivAt_const t (0 : ℂ)).congr_deriv (by simp [driveH, U, sigmaZ])
    · exact (hasDerivAt_const t (0 : ℂ)).congr_deriv (by simp [driveH, U, sigmaZ])
    · refine ((hp.mul_const Complex.I).cexp).congr_deriv ?_
      simp [driveH, U, sigmaZ]
      ring
```

## (b) Tunnelling seen from the frame of the drive

Compute the rotated tunnelling operator:
\[
U^\dagger\sigma_xU=\begin{pmatrix}0&e^{iz\sin t}\\ e^{-iz\sin t}&0\end{pmatrix}.
\]

**Solution.** The upper right entry is \(\overline{U_{00}}\,U_{11}=e^{i\theta}e^{i\theta}=e^{2i\theta}\), and \(2\theta=z\sin t\). The lower left entry is \(\overline{U_{11}}\,U_{00}=e^{-2i\theta}\). The diagonal vanishes because \(\sigma_x\) has no diagonal entries.

The symbol `ᴴ` is the conjugate transpose, computed in `hU`; `e1` and `e2` add the two half phases.

```lean
/-- In the frame of the drive the two tunnelling amplitudes carry the phases
`exp(i z sin t)` and `exp(-i z sin t)`. -/
theorem rotated_sigmaX (z t : ℝ) : (U z t)ᴴ * sigmaX * U z t =
    !![0, Complex.exp (((z * Real.sin t : ℝ) : ℂ) * Complex.I);
       Complex.exp (((-z * Real.sin t : ℝ) : ℂ) * Complex.I), 0] := by
  have hU : (U z t)ᴴ = !![Complex.exp ((phase z t : ℂ) * Complex.I), 0;
      0, Complex.exp (-(phase z t : ℂ) * Complex.I)] := by
    ext i j
    fin_cases i <;> fin_cases j <;>
      simp [U, Matrix.conjTranspose_apply, ← Complex.exp_conj]
  have e1 : (phase z t : ℂ) * Complex.I + (phase z t : ℂ) * Complex.I
      = ((z * Real.sin t : ℝ) : ℂ) * Complex.I := by
    simp only [phase]; push_cast; ring
  have e2 : -(phase z t : ℂ) * Complex.I + -(phase z t : ℂ) * Complex.I
      = ((-z * Real.sin t : ℝ) : ℂ) * Complex.I := by
    simp only [phase]; push_cast; ring
  rw [hU, U, sigmaX, Matrix.mul_fin_two, Matrix.mul_fin_two]
  simp only [mul_zero, zero_mul, add_zero, zero_add, mul_one, ← Complex.exp_add]
  rw [e1, e2]
```

## (c) The integral of the phase factor

Show that only the cosine survives a full period:
\[
\int_0^{2\pi}e^{iz\sin t}\,dt=\int_0^{2\pi}\cos(z\sin t)\,dt .
\]

**Solution.** By Euler's formula the difference is \(iS\) with \(S=\int_0^{2\pi}\sin(z\sin t)\,dt\). Substituting \(t\to2\pi-t\) changes the sign of \(\sin t\), so \(S=-S\) and \(S=0\).

The substitution is the step `hs`. Continuity of the integrands then allows the integral to be split.

```lean
/-- Over a full period the phase factor `exp(i z sin t)` integrates to the integral of its
cosine part. -/
theorem phase_integral (z : ℝ) :
    ∫ t in (0 : ℝ)..(2 * π), Complex.exp (((z * Real.sin t : ℝ) : ℂ) * Complex.I)
      = ((∫ t in (0 : ℝ)..(2 * π), Real.cos (z * Real.sin t) : ℝ) : ℂ) := by
  -- the sine part is odd under t → 2π - t
  have hs : ∫ t in (0 : ℝ)..(2 * π), Real.sin (z * Real.sin t) = 0 := by
    have h := intervalIntegral.integral_comp_sub_left (a := 0) (b := 2 * π)
      (fun t => Real.sin (z * Real.sin t)) (2 * π)
    simp only [Real.sin_two_pi_sub, mul_neg, Real.sin_neg, intervalIntegral.integral_neg,
      sub_self, sub_zero] at h
    linarith
  have e : ∀ t : ℝ, Complex.exp (((z * Real.sin t : ℝ) : ℂ) * Complex.I)
      = ((Real.cos (z * Real.sin t) : ℝ) : ℂ)
        + ((Real.sin (z * Real.sin t) : ℝ) : ℂ) * Complex.I := by
    intro t
    rw [Complex.exp_mul_I, Complex.ofReal_cos, Complex.ofReal_sin]
  simp_rw [e]
  rw [intervalIntegral.integral_add, intervalIntegral.integral_mul_const,
    intervalIntegral.integral_ofReal, intervalIntegral.integral_ofReal, hs,
    Complex.ofReal_zero, zero_mul, add_zero]
  all_goals exact Continuous.intervalIntegrable (by fun_prop) _ _
```

## (d) The averaged tunnelling operator

Find the period average:
\[
\frac1{2\pi}\int_0^{2\pi}U^\dagger\sigma_xU\,dt=J_0(z)\,\sigma_x .
\]

**Solution.** Average the matrix of (b). The diagonal stays zero. By (c), the upper right entry becomes \(J_0(z)\). The lower left entry is the same integral with \(-z\) in place of \(z\), and the cosine is even, so it is also \(J_0(z)\).

Without a drive, \(z=0\), we have \(U=1\) and \(J_0(0)=1\), and the average is the bare \(\sigma_x\).

The Lean proof treats the four entries separately and uses `phase_integral` for the two off-diagonal ones.

```lean
/-- The period average of the tunnelling operator `U(t)ᴴ σ_x U(t)` is `J0(z) σ_x`. -/
theorem averagedTunnelling_eq (z : ℝ) :
    averagedTunnelling z = (besselJ0 z : ℂ) • sigmaX := by
  rw [averagedTunnelling, funext (rotated_sigmaX z)]
  ext i j
  fin_cases i <;> fin_cases j
  · simp [periodAverage, sigmaX]
  · change ((2 * π : ℝ) : ℂ)⁻¹ * (∫ t in (0 : ℝ)..(2 * π),
      Complex.exp (((z * Real.sin t : ℝ) : ℂ) * Complex.I)) = (besselJ0 z : ℂ) * 1
    rw [phase_integral]
    simp only [besselJ0, mul_one, Complex.ofReal_mul, Complex.ofReal_inv]
  · change ((2 * π : ℝ) : ℂ)⁻¹ * (∫ t in (0 : ℝ)..(2 * π),
      Complex.exp (((-z * Real.sin t : ℝ) : ℂ) * Complex.I)) = (besselJ0 z : ℂ) * 1
    rw [phase_integral]
    simp only [neg_mul, Real.cos_neg, besselJ0, mul_one, Complex.ofReal_mul, Complex.ofReal_inv]
  · simp [periodAverage, sigmaX]
```

## (e) Drive strengths up to 2

Show that the averaged coupling keeps the sign it has without a drive as long as \(|z|\) does not exceed 2:
\[
|z|\le2\quad\Longrightarrow\quad J_0(z)>0 .
\]

**Solution.** From \(\cos x\ge1-x^2/2\) and \(z^2\le4\),
\[
\cos(z\sin t)\ge1-\tfrac{z^2}2\sin^2t\ge1-2\sin^2t=\cos2t .
\]
The right side averages to zero. At \(t=\pi/2\) the left side is \(\cos z\) and the right side is \(-1\). Since \(|z|\le2<\pi\), \(\cos z>-1\), so the inequality is strict there. By continuity it is strict nearby, and the integral of the difference is positive.

`intervalIntegral.integral_pos` asks for the same three facts: continuity, a nonnegative difference and one point of strict inequality. The last comes from \(\cos z=2\cos^2(z/2)-1\) with \(\cos(z/2)>0\).

```lean
/-- `J0(z)` is strictly positive for all drive strengths with `|z| ≤ 2`. -/
theorem besselJ0_pos {z : ℝ} (hz : |z| ≤ 2) : 0 < besselJ0 z := by
  obtain ⟨h1, h2⟩ := abs_le.mp hz
  have hpi := Real.pi_gt_three
  -- compare cos (z sin t) with 1 - 2 sin² t, whose average is zero
  have hpos : 0 < ∫ t in (0 : ℝ)..(2 * π),
      (Real.cos (z * Real.sin t) - (1 - 2 * Real.sin t ^ 2)) := by
    apply intervalIntegral.integral_pos (by positivity) (by fun_prop)
    · intro t _
      have hc := Real.one_sub_sq_div_two_le_cos (x := z * Real.sin t)
      have hz2 : 0 ≤ 4 - z ^ 2 := by nlinarith
      nlinarith [mul_nonneg hz2 (sq_nonneg (Real.sin t))]
    · refine ⟨π / 2, ⟨by linarith, by linarith⟩, ?_⟩
      have hc : 0 < Real.cos (z / 2) :=
        Real.cos_pos_of_mem_Ioo ⟨by linarith, by linarith⟩
      have hd : Real.cos z = 2 * Real.cos (z / 2) ^ 2 - 1 := by
        rw [← Real.cos_two_mul]; congr 1; ring
      rw [Real.sin_pi_div_two, mul_one, hd]
      nlinarith [pow_pos hc 2]
  have hI : ∫ t in (0 : ℝ)..(2 * π), (Real.cos (z * Real.sin t) - (1 - 2 * Real.sin t ^ 2))
      = ∫ t in (0 : ℝ)..(2 * π), Real.cos (z * Real.sin t) := by
    rw [intervalIntegral.integral_sub, intervalIntegral.integral_sub,
      intervalIntegral.integral_const_mul, integral_sin_sq]
    · simp only [intervalIntegral.integral_const, Real.sin_two_pi, Real.sin_zero, smul_eq_mul]
      ring
    all_goals exact Continuous.intervalIntegrable (by fun_prop) _ _
  rw [hI] at hpos
  exact mul_pos (by positivity) hpos
```

## (f) Signs from derivatives

Let \(f\) be differentiable on the real line. Show that
\[
f(0)=0,\quad f'(x)\ge0\ \text{for all }x\ge0\quad\Longrightarrow\quad f(x)\ge0\ \text{for all }x\ge0 .
\]

**Solution.** For \(x>0\) the mean value theorem gives \(f(x)=f(x)-f(0)=x f'(\xi)\ge0\) with some \(\xi\in(0,x)\). For \(x=0\) the claim is the assumption.

In Lean `f'` is a separate function, tied to `f` by the hypothesis `h`. The proof shows that `f` is monotone on the half-line and compares \(x\) with 0.

```lean
/-- A function that is differentiable on the whole real line, vanishes at the origin and has a
nonnegative derivative on the half-line `x ≥ 0` is nonnegative on that half-line. -/
theorem nonneg_of_deriv {f f' : ℝ → ℝ} (h : ∀ x, HasDerivAt f (f' x) x) (h0 : f 0 = 0)
    (hp : ∀ x, 0 ≤ x → 0 ≤ f' x) {x : ℝ} (hx : 0 ≤ x) : 0 ≤ f x := by
  have hm : MonotoneOn f (Set.Ici 0) := by
    apply monotoneOn_of_deriv_nonneg (convex_Ici 0)
    · exact fun y _ => (h y).continuousAt.continuousWithinAt
    · exact fun y _ => (h y).differentiableAt.differentiableWithinAt
    · intro y hy
      rw [(h y).deriv]
      exact hp y (interior_subset hy)
  rw [← h0]
  exact hm (Set.mem_Ici.mpr le_rfl) hx hx
```

## (g) An upper bound on the cosine

Show for all real \(x\) that
\[
\cos x\le1-\frac{x^2}2+\frac{x^4}{24}.
\]

**Solution.** For \(y\ge0\) put \(g(y)=\sin y-y+y^3/6\). Then \(g(0)=0\) and \(g'(y)=\cos y-1+y^2/2\ge0\), so \(g\ge0\) by (f). Next put \(k(y)=y^4/24-y^2/2+1-\cos y\). Then \(k(0)=0\) and \(k'=g\ge0\), so \(k\ge0\), again by (f). This is the bound for \(x\ge0\), and both sides are even.

The steps `hs` and `hc` are the statements for \(g\) and \(k\); the final case split handles negative \(x\).

```lean
/-- The quartic Taylor polynomial bounds the cosine from above on the whole line. -/
theorem cos_le_quartic (x : ℝ) : Real.cos x ≤ 1 - x ^ 2 / 2 + x ^ 4 / 24 := by
  have hs : ∀ y : ℝ, 0 ≤ y → 0 ≤ Real.sin y - y + y ^ 3 / 6 := by
    intro y hy
    refine nonneg_of_deriv (f := fun y => Real.sin y - y + y ^ 3 / 6)
      (f' := fun y => Real.cos y - 1 + y ^ 2 / 2) (fun u => ?_) (by simp) (fun u _ => ?_) hy
    · refine (((Real.hasDerivAt_sin u).fun_sub (hasDerivAt_id' u)).fun_add
        ((hasDerivAt_pow 3 u).div_const 6)).congr_deriv ?_
      norm_num
      ring
    · linarith [Real.one_sub_sq_div_two_le_cos (x := u)]
  have hc : ∀ y : ℝ, 0 ≤ y → 0 ≤ y ^ 4 / 24 - y ^ 2 / 2 + (1 - Real.cos y) := by
    intro y hy
    refine nonneg_of_deriv (f := fun y => y ^ 4 / 24 - y ^ 2 / 2 + (1 - Real.cos y))
      (f' := fun y => Real.sin y - y + y ^ 3 / 6) (fun u => ?_) (by simp) hs hy
    refine ((((hasDerivAt_pow 4 u).div_const 24).fun_sub
      ((hasDerivAt_pow 2 u).div_const 2)).fun_add
      ((Real.hasDerivAt_cos u).const_sub 1)).congr_deriv ?_
    norm_num
    ring
  rcases le_total 0 x with hx | hx
  · linarith [hc x hx]
  · have h := hc (-x) (by linarith)
    rw [Real.cos_neg] at h
    linarith [show (-x) ^ 4 = x ^ 4 by ring, show (-x) ^ 2 = x ^ 2 by ring]
```

## (h) An upper bound on the averaged coupling

Deduce for every real \(z\) that
\[
J_0(z)\le1-\frac{z^2}4+\frac{z^4}{64}.
\]

**Solution.** Put \(x=z\sin t\) in (g) and average. The averages of \(\sin^2t\) and \(\sin^4t\) are \(\tfrac12\) and \(\tfrac38\), so the right side becomes \(1-\tfrac{z^2}2\cdot\tfrac12+\tfrac{z^4}{24}\cdot\tfrac38\), as claimed.

`h4` finds the integral of \(\sin^4t\) from a reduction formula, `hI` integrates the polynomial bound, and `intervalIntegral.integral_mono` compares the integrals.

```lean
/-- For every drive strength, `J0(z) ≤ 1 - z²/4 + z⁴/64`. -/
theorem besselJ0_le (z : ℝ) : besselJ0 z ≤ 1 - z ^ 2 / 4 + z ^ 4 / 64 := by
  have h4 : ∫ t in (0 : ℝ)..(2 * π), Real.sin t ^ 4 = 3 * π / 4 := by
    have h := integral_sin_pow (a := 0) (b := 2 * π) 2
    rw [integral_sin_sq] at h
    norm_num at h
    linarith
  have hI : ∫ t in (0 : ℝ)..(2 * π),
      (1 - z ^ 2 / 2 * Real.sin t ^ 2 + z ^ 4 / 24 * Real.sin t ^ 4)
      = 2 * π * (1 - z ^ 2 / 4 + z ^ 4 / 64) := by
    rw [intervalIntegral.integral_add, intervalIntegral.integral_sub,
      intervalIntegral.integral_const_mul, intervalIntegral.integral_const_mul,
      integral_sin_sq, h4]
    · simp only [intervalIntegral.integral_const, Real.sin_two_pi, Real.sin_zero, smul_eq_mul]
      ring
    all_goals exact Continuous.intervalIntegrable (by fun_prop) _ _
  rw [besselJ0, inv_mul_le_iff₀ (by positivity), ← hI]
  apply intervalIntegral.integral_mono (by positivity)
  · exact Continuous.intervalIntegrable (by fun_prop) _ _
  · exact Continuous.intervalIntegrable (by fun_prop) _ _
  · intro t
    have h := cos_le_quartic (z * Real.sin t)
    rw [mul_pow, mul_pow] at h
    change Real.cos (z * Real.sin t) ≤ _
    linarith
```

## (i) A drive strength that cancels the averaged tunnelling

Write \(\overline T(z)\) for the averaged operator of (d). Show that
\[
\overline T(z)=0\ \text{for some }z\in(2,\sqrt8\,],\qquad
\overline T(w)\ne0\ \text{whenever }|w|\le2 .
\]

**Solution.** At \(z=\sqrt8\) the bound in (h) is \(1-2+1=0\), so \(J_0(\sqrt8)\le0\), while \(J_0(2)>0\) by (e). The integrand is continuous in \(z\) and \(t\) together and the interval is bounded, so \(J_0\) is continuous. The intermediate value theorem gives a zero in \([2,\sqrt8\,]\), and it is not 2. There \(\overline T(z)=J_0(z)\sigma_x=0\). Conversely, \(\overline T(w)=0\) would force its upper right entry \(J_0(w)\) to vanish, which (e) excludes for \(|w|\le2\).

`Set.Ioc` is the interval open at 2 and closed at \(\sqrt8\). The theorem gives at least one zero there and does not say that it is the only one. In the proof, `hneg`, `hpos` and `hcont` are the three inputs to the intermediate value theorem.

```lean
/-- The period-averaged tunnelling operator vanishes for some drive strength `z` in `(2, √8]`,
and for no `w` with `|w| ≤ 2`. -/
theorem tunnelling_vanishes :
    (∃ z ∈ Set.Ioc (2 : ℝ) (Real.sqrt 8), averagedTunnelling z = 0) ∧
      ∀ w : ℝ, |w| ≤ 2 → averagedTunnelling w ≠ 0 := by
  constructor
  · have hsq : Real.sqrt 8 ^ 2 = 8 := Real.sq_sqrt (by norm_num)
    have h2 : (2 : ℝ) ≤ Real.sqrt 8 := Real.le_sqrt_of_sq_le (by norm_num)
    have hneg : besselJ0 (Real.sqrt 8) ≤ 0 := by
      have h := besselJ0_le (Real.sqrt 8)
      have hq : Real.sqrt 8 ^ 4 = 64 := by
        calc Real.sqrt 8 ^ 4 = (Real.sqrt 8 ^ 2) ^ 2 := by ring
          _ = 64 := by rw [hsq]; norm_num
      rw [hsq, hq] at h
      linarith
    have hpos : 0 < besselJ0 2 := besselJ0_pos (by norm_num)
    have hcont : Continuous besselJ0 := by
      apply Continuous.mul continuous_const
      apply intervalIntegral.continuous_parametric_intervalIntegral_of_continuous'
      fun_prop
    -- J0 changes sign between 2 and √8
    obtain ⟨z, hz, h0⟩ := intermediate_value_Icc' h2 hcont.continuousOn ⟨hneg, hpos.le⟩
    refine ⟨z, ⟨lt_of_le_of_ne hz.1 ?_, hz.2⟩, ?_⟩
    · rintro rfl
      exact hpos.ne' h0
    · rw [averagedTunnelling_eq, h0, Complex.ofReal_zero, zero_smul]
  · intro w hw h
    rw [averagedTunnelling_eq] at h
    have h01 := congrFun (congrFun h 0) 1
    have hJ : besselJ0 w = 0 := by simpa [sigmaX] using h01
    exact (besselJ0_pos hw).ne' hJ

end

end DrivenTunnelling
```

```lean
#print axioms DrivenTunnelling.U_schrodinger
#print axioms DrivenTunnelling.tunnelling_vanishes
```

```
'DrivenTunnelling.U_schrodinger' depends on axioms: [propext, Classical.choice, Quot.sound]
'DrivenTunnelling.tunnelling_vanishes' depends on axioms: [propext, Classical.choice, Quot.sound]
```
